# Averaging \(p^2/(2M)\) alone overestimates the Breit recoil energy of the Dirac 1s state

Let \(a=Z\alpha\), \(0<a^2<3/4\) and \(g=\sqrt{1-a^2}\). For one electron of mass \(m\) in the 1s state and a point nucleus of mass \(M\), the average of \(p^2/(2M)\) divided by the average of the full Breit recoil operator is

\[
R=\frac{2-g}{g(2g-1)}>1+2a^2,\qquad \frac{R-1}{a^2}\to 2\quad (a\to0^+).
\]

In this one-electron, point-nucleus model, the 1s mass shift computed without the magnetic term is thus too large by a relative amount of about \(2(Z\alpha)^2\) at small \(Z\alpha\).

## The 1s state and its recoil operators

Units are \(\hbar=c=1\). The unnormalised radial functions are \(G=r^g e^{-mar}\) (`upper`) and \(F=-cG\) (`lower`), with \(c=a/(1+g)\). The energy \(E=mg\) includes the rest energy.

```lean
import Mathlib

open MeasureTheory Set Filter Topology

namespace DiracRecoil

noncomputable section

/-- The Dirac exponent `g = √(1 - a²)` of the 1s state, with `a = Zα`. -/
def gam (a : ℝ) : ℝ := √(1 - a ^ 2)

/-- The 1s energy `E = m g`, rest energy included (units with `ħ = c = 1`). -/
def energy (a m : ℝ) : ℝ := m * gam a

/-- Large radial function `G(r) = r^g exp(-m a r)` of the 1s state, not normalised. -/
def upper (a m r : ℝ) : ℝ := r ^ gam a * Real.exp (-(m * a * r))

/-- Small radial function `F(r) = -a/(1+g) G(r)` of the 1s state. -/
def lower (a m r : ℝ) : ℝ := -(a / (1 + gam a)) * upper a m r
```

For a constant spinor \(\chi\), the upper component is \((G/r)\chi\) and the lower one is \(-i\sigma_r(F/r)\chi\). Here \(\sigma_r=\sigma\cdot\hat r\). On these components, \(\sigma\cdot p\) acts through

\[
p_Sf=f'-f/r,\qquad p_Pf=-f'-f/r .
\]

The Lean code takes this angular reduction as its definition. Since \(p_Sf=r(f/r)'\), the same \(p_S\) also gives the radial derivative in \(\hat r\cdot p=-i\partial_r\), for \(F\) as well as for \(G\).

```lean
/-- Radial form of `σ·p` on an s wave `f/r`; it is also the radial derivative `r (f/r)'`. -/
def pS (f : ℝ → ℝ) (r : ℝ) : ℝ := deriv f r - f r / r

/-- Radial form of `σ·p` on a p wave `f/r` with `j = 1/2`. -/
def pP (f : ℝ → ℝ) (r : ℝ) : ℝ := -deriv f r - f r / r
```

Write \(I=\int_0^\infty G^2\,dr\), \(J=\int_0^\infty G^2/r^2\,dr\) and \(N=\int_0^\infty(G^2+F^2)\,dr\). Expectation values are divided by \(N\), so they refer to the normalised state.

```lean
/-- The integral of `G²`. -/
def chargeInt (a m : ℝ) : ℝ := ∫ r in Ioi (0 : ℝ), upper a m r ^ 2

/-- The integral of `G²/r²`. -/
def invSqInt (a m : ℝ) : ℝ := ∫ r in Ioi (0 : ℝ), upper a m r ^ 2 / r ^ 2

/-- The norm integral of `G² + F²`. -/
def normInt (a m : ℝ) : ℝ := ∫ r in Ioi (0 : ℝ), (upper a m r ^ 2 + lower a m r ^ 2)

/-- The expectation value of `p²`, as the squared norm of `σ·p` acting on both components. -/
def pSq (a m : ℝ) : ℝ :=
  (∫ r in Ioi (0 : ℝ), (pP (lower a m) r ^ 2 + pS (upper a m) r ^ 2)) / normInt a m
```

The recoil operator is

\[
\frac1{2M}\Big[p^2-\frac ar(\boldsymbol\alpha+\alpha_r\hat r)\cdot p\Big].
\]

Here \(\boldsymbol\alpha\) denotes the Dirac matrices and \(\alpha_r=\boldsymbol\alpha\cdot\hat r\). The second term stands for the magnetic interaction, with retardation at Breit level, between the electron and the current of the moving nucleus. The operator is postulated, not derived from QED, and it is averaged to first order in \(1/M\); QED recoil beyond it and nuclear size are left out.

```lean
/-- The expectation value of the magnetic recoil operator `(a/r)(α + α_r r̂)·p`. -/
def magnetic (a m : ℝ) : ℝ :=
  (∫ r in Ioi (0 : ℝ), a / r * (upper a m r * (pP (lower a m) r - pS (lower a m) r)
    + lower a m r * (pS (upper a m) r + pS (upper a m) r))) / normInt a m

/-- Recoil energy from `p²/(2M)` alone, for nuclear mass `M`. -/
def momentumRecoil (a m M : ℝ) : ℝ := pSq a m / (2 * M)

/-- Recoil energy from `p²/(2M)` together with the magnetic recoil term. -/
def breitRecoil (a m M : ℝ) : ℝ := (pSq a m - magnetic a m) / (2 * M)
```

## (a) Bounds on the exponent

Show that \(1/2<g<1\) and \(g^2=1-a^2\).

**Solution.** Since \(0<a^2<3/4\), we have \(1/4<g^2<1\), and \(g\ge0\).

```lean
/-- For `0 < a` and `a² < 3/4` the exponent `g` lies between 1/2 and 1. -/
theorem gam_bounds {a : ℝ} (ha : 0 < a) (hl : a ^ 2 < 3 / 4) :
    1 / 2 < gam a ∧ gam a < 1 ∧ gam a ^ 2 = 1 - a ^ 2 := by
  have hs : gam a ^ 2 = 1 - a ^ 2 := Real.sq_sqrt (by linarith)
  have h0 : 0 ≤ gam a := Real.sqrt_nonneg _
  exact ⟨by nlinarith, by nlinarith [pow_pos ha 2], hs⟩
```

## (b) The amplitude ratio

For \(a^2\le1\), show that \(c(1+g)=a\) and \(ca=1-g\).

**Solution.** The first is the definition of \(c\). For the second, \(ca=a^2/(1+g)=(1-g^2)/(1+g)=1-g\).

```lean
/-- The amplitude ratio `c = a/(1+g)` obeys `c (1+g) = a` and `c a = 1 - g`. -/
theorem amplitude_ratio {a : ℝ} (hl : a ^ 2 ≤ 1) :
    a / (1 + gam a) * (1 + gam a) = a ∧ a / (1 + gam a) * a = 1 - gam a := by
  have hs : gam a ^ 2 = 1 - a ^ 2 := Real.sq_sqrt (by linarith)
  have h0 : 0 ≤ gam a := Real.sqrt_nonneg _
  have hne : 1 + gam a ≠ 0 := by linarith
  refine ⟨div_mul_cancel₀ a hne, ?_⟩
  rw [div_mul_eq_mul_div, div_eq_iff hne]
  linear_combination hs
```

## (c) Momentum acting on the radial functions

Compute \(p_SG\), \(p_PF\) and \(p_SF\) for \(r>0\).

**Solution.** From \(G'=(g/r-ma)G\),

\[
p_SG=\Big(\frac{g-1}r-ma\Big)G,\qquad p_SF=-c\,p_SG,
\]
\[
p_PF=c\Big(\frac{1+g}r-ma\Big)G=\Big(\frac ar-m(1-g)\Big)G .
\]

The last step uses both identities of (b). In the proof, `hG` and `hF` are the two derivatives.

```lean
/-- The action of the radial momentum operators on the two 1s radial functions. -/
theorem momentum_action {a r : ℝ} (m : ℝ) (hl : a ^ 2 ≤ 1) (hr : 0 < r) :
    pS (upper a m) r = ((gam a - 1) / r - m * a) * upper a m r ∧
    pP (lower a m) r = (a / r - m * (1 - gam a)) * upper a m r ∧
    pS (lower a m) r
      = -(a / (1 + gam a)) * (((gam a - 1) / r - m * a) * upper a m r) := by
  obtain ⟨hc, hca⟩ := amplitude_ratio hl
  have h1 := Real.hasDerivAt_rpow_const (x := r) (p := gam a) (Or.inl hr.ne')
  have h2 : HasDerivAt (fun s : ℝ => -(m * a * s)) (-(m * a)) r :=
    (((hasDerivAt_id' r).const_mul (m * a)).fun_neg).congr_deriv (by ring)
  have hG : HasDerivAt (upper a m) ((gam a / r - m * a) * upper a m r) r := by
    refine (h1.fun_mul h2.exp).congr_deriv ?_
    rw [Real.rpow_sub_one hr.ne']
    unfold upper
    ring
  have hF : HasDerivAt (lower a m)
      (-(a / (1 + gam a)) * ((gam a / r - m * a) * upper a m r)) r := hG.const_mul _
  refine ⟨?_, ?_, ?_⟩
  · simp only [pS, hG.deriv]
    ring
  · simp only [pP, hF.deriv, lower]
    linear_combination (upper a m r / r) * hc - m * upper a m r * hca
  · simp only [pS, hF.deriv, lower]
    ring
```

## (d) The radial Dirac equations

Check that \(G\) and \(F\) solve them in the potential \(-a/r\) with energy \(mg\).

**Solution.** In the first equation, \((m-a/r)+(a/r-m(1-g))=mg\). In the second, the left side divided by \(G\) is

\[
\frac{g-1}r-ma+c\Big(m+\frac ar\Big)=m(c-a)=-mgc,
\]

which is \(EF/G\).

```lean
/-- The functions `G` and `F` solve the radial Dirac equations in the potential `-a/r`
with energy `m g`. -/
theorem dirac_equation {a r : ℝ} (m : ℝ) (hl : a ^ 2 ≤ 1) (hr : 0 < r) :
    (m - a / r) * upper a m r + pP (lower a m) r = energy a m * upper a m r ∧
    pS (upper a m) r + (-m - a / r) * lower a m r = energy a m * lower a m r := by
  obtain ⟨hc, hca⟩ := amplitude_ratio hl
  obtain ⟨p1, p2, -⟩ := momentum_action m hl hr
  rw [p1, p2]
  simp only [energy, lower]
  constructor
  · ring
  · linear_combination (upper a m r / r) * hca + m * upper a m r * hc
```

## (e) The inverse-square moment

Show that \(I\) and \(J\) converge, that \(I>0\), and find \(J/I\).

**Solution.** Both are Gamma integrals, and \(J\) needs \(2g-1>0\):

\[
I=\frac{\Gamma(2g+1)}{(2ma)^{2g+1}},\qquad J=\frac{\Gamma(2g-1)}{(2ma)^{2g-1}} .
\]

Since \(\Gamma(2g+1)=2g(2g-1)\Gamma(2g-1)\),

\[
\frac JI=\frac{2(ma)^2}{g(2g-1)} .
\]

Mathlib gives a divergent integral the value 0, so the proof reads convergence off the positive values.

```lean
/-- The integrals of `G²` and `G²/r²` converge, the first is positive, and the second is
`2(ma)²/(g(2g-1))` times the first. -/
theorem inverse_square_moment {a m : ℝ} (ha : 0 < a) (hl : a ^ 2 < 3 / 4) (hm : 0 < m) :
    Integrable (fun r => upper a m r ^ 2) (volume.restrict (Ioi 0)) ∧
    Integrable (fun r => upper a m r ^ 2 / r ^ 2) (volume.restrict (Ioi 0)) ∧
    0 < chargeInt a m ∧
    invSqInt a m = 2 * (m * a) ^ 2 * chargeInt a m / (gam a * (2 * gam a - 1)) := by
  obtain ⟨hg, -, -⟩ := gam_bounds ha hl
  have hb : 0 < 2 * (m * a) := by positivity
  have hexp : ∀ r : ℝ, Real.exp (-(2 * (m * a) * r))
      = Real.exp (-(m * a * r)) * Real.exp (-(m * a * r)) := fun r => by
    rw [← Real.exp_add]
    congr 1
    ring
  have e0 : EqOn (fun r => upper a m r ^ 2)
      (fun r => r ^ (2 * gam a + 1 - 1) * Real.exp (-(2 * (m * a) * r))) (Ioi 0) := by
    intro r hr
    have hr' : 0 < r := hr
    simp only [upper]
    rw [hexp, show 2 * gam a + 1 - 1 = gam a + gam a by ring, Real.rpow_add hr']
    ring
  have e2 : EqOn (fun r => upper a m r ^ 2 / r ^ 2)
      (fun r => r ^ (2 * gam a - 1 - 1) * Real.exp (-(2 * (m * a) * r))) (Ioi 0) := by
    intro r hr
    have hr' : 0 < r := hr
    simp only [upper]
    rw [hexp, show 2 * gam a - 1 - 1 = gam a + gam a - 2 by ring, Real.rpow_sub hr',
      Real.rpow_add hr', Real.rpow_two]
    ring
  -- both integrals are Gamma functions times a power of 1/(2ma)
  have I0 : chargeInt a m = (1 / (2 * (m * a))) ^ (2 * gam a + 1) * Real.Gamma (2 * gam a + 1) :=
    (setIntegral_congr_fun measurableSet_Ioi e0).trans
      (Real.integral_rpow_mul_exp_neg_mul_Ioi (by linarith) hb)
  have I2 : invSqInt a m = (1 / (2 * (m * a))) ^ (2 * gam a - 1) * Real.Gamma (2 * gam a - 1) :=
    (setIntegral_congr_fun measurableSet_Ioi e2).trans
      (Real.integral_rpow_mul_exp_neg_mul_Ioi (by linarith) hb)
  have P0 : 0 < chargeInt a m := by
    rw [I0]
    exact mul_pos (Real.rpow_pos_of_pos (by positivity) _) (Real.Gamma_pos_of_pos (by linarith))
  have P2 : 0 < invSqInt a m := by
    rw [I2]
    exact mul_pos (Real.rpow_pos_of_pos (by positivity) _) (Real.Gamma_pos_of_pos (by linarith))
  refine ⟨?_, ?_, P0, ?_⟩
  · by_contra hn
    exact P0.ne' (integral_undef hn)
  · by_contra hn
    exact P2.ne' (integral_undef hn)
  · have g1 := Real.Gamma_add_one (s := 2 * gam a) (by linarith)
    have g2 := Real.Gamma_add_one (s := 2 * gam a - 1) (by linarith)
    rw [sub_add_cancel] at g2
    have hp : (1 / (2 * (m * a))) ^ (2 * gam a + 1)
        = (1 / (2 * (m * a))) ^ (2 * gam a - 1) * (1 / (2 * (m * a))) ^ 2 := by
      rw [show 2 * gam a + 1 = (2 * gam a - 1) + 2 by ring,
        Real.rpow_add (by positivity), Real.rpow_two]
    have hq : (m * a) ^ 2 * (1 / (2 * (m * a))) ^ 2 = 1 / 4 := by
      field_simp
      norm_num
    have hD : gam a * (2 * gam a - 1) ≠ 0 :=
      (mul_pos (by linarith) (by linarith)).ne'
    rw [eq_div_iff hD, I0, I2, hp, g1, g2]
    generalize (1 / (2 * (m * a))) ^ (2 * gam a - 1) = P
    generalize Real.Gamma (2 * gam a - 1) = Q
    linear_combination (-4 * gam a * (2 * gam a - 1) * P * Q) * hq
```

## (f) The two expectation values

Evaluate \(\langle p^2\rangle\) and the magnetic term.

**Solution.** By (b), \((1+c^2)(1+g)=1+g+ca=2\), so \(N=2I/(1+g)\). In \((p_PF)^2+(p_SG)^2\) the \(1/r\) terms cancel, and \(a^2+(1-g)^2=2(1-g)\), which leaves \(2(1-g)(1/r^2+m^2)G^2\). Hence

\[
\langle p^2\rangle=(1-g^2)\Big(\frac JI+m^2\Big)=(ma)^2\,\frac{g(2g-1)+2a^2}{g(2g-1)}=(ma)^2R,
\]

because \(2g^2+2a^2=2\). The magnetic integrand is

\[
\frac ar\big[G(p_PF-p_SF)+2F\,p_SG\big]=\frac ar\,G\,\big[p_PF-c\,p_SG\big]=\frac{2(1-g)}{r^2}G^2,
\]

so its average is \(a^2J/I=(ma)^2(R-1)\). The three facts named `e` are the pointwise identities for the integrands of \(N\), of \(\langle p^2\rangle\) and of the magnetic term.

```lean
/-- Closed forms of the expectation values of `p²` and of the magnetic recoil operator. -/
theorem expectation_values {a m : ℝ} (ha : 0 < a) (hl : a ^ 2 < 3 / 4) (hm : 0 < m) :
    pSq a m = (m * a) ^ 2 * ((2 - gam a) / (gam a * (2 * gam a - 1))) ∧
    magnetic a m = (m * a) ^ 2 * ((2 - gam a) / (gam a * (2 * gam a - 1)) - 1) := by
  obtain ⟨hg, -, hs⟩ := gam_bounds ha hl
  have hl' : a ^ 2 ≤ 1 := by linarith
  obtain ⟨hc, hca⟩ := amplitude_ratio hl'
  obtain ⟨i0, i2, P0, hI⟩ := inverse_square_moment ha hl hm
  have n1 : gam a ≠ 0 := by linarith
  have n2 : 2 * gam a - 1 ≠ 0 := by linarith
  have n3 : 1 + gam a ≠ 0 := by linarith
  have n4 := P0.ne'
  have hA : (m * a) ^ 2 = m ^ 2 * (1 - gam a ^ 2) := by rw [hs]; ring
  have hK : 1 + (a / (1 + gam a)) ^ 2 = 2 / (1 + gam a) := by
    rw [eq_div_iff n3]
    linear_combination (a / (1 + gam a)) * hc + hca
  have hN : normInt a m = 2 / (1 + gam a) * chargeInt a m := by
    have e : EqOn (fun r => upper a m r ^ 2 + lower a m r ^ 2)
        (fun r => 2 / (1 + gam a) * upper a m r ^ 2) (Ioi 0) := by
      intro r _
      simp only [lower]
      rw [← hK]
      ring
    exact (setIntegral_congr_fun measurableSet_Ioi e).trans (integral_const_mul _ _)
  constructor
  · -- the terms in 1/r cancel between the two components
    have e : EqOn (fun r => pP (lower a m) r ^ 2 + pS (upper a m) r ^ 2)
        (fun r => 2 * (1 - gam a) * (upper a m r ^ 2 / r ^ 2 + m ^ 2 * upper a m r ^ 2))
        (Ioi 0) := by
      intro r hr
      obtain ⟨p1, p2, -⟩ := momentum_action m hl' (mem_Ioi.mp hr)
      simp only [p1, p2]
      linear_combination (upper a m r ^ 2 / r ^ 2 + m ^ 2 * upper a m r ^ 2) * hs
    have hint : (∫ r in Ioi (0 : ℝ), (pP (lower a m) r ^ 2 + pS (upper a m) r ^ 2))
        = 2 * (1 - gam a) * (invSqInt a m + m ^ 2 * chargeInt a m) := by
      refine (setIntegral_congr_fun measurableSet_Ioi e).trans ?_
      rw [integral_const_mul, integral_add i2 (Integrable.const_mul i0 (m ^ 2)),
        integral_const_mul]
      rfl
    rw [pSq, hint, hN, hI, hA]
    field_simp
    ring
  · have e : EqOn (fun r => a / r * (upper a m r * (pP (lower a m) r - pS (lower a m) r)
          + lower a m r * (pS (upper a m) r + pS (upper a m) r)))
        (fun r => 2 * (1 - gam a) * (upper a m r ^ 2 / r ^ 2)) (Ioi 0) := by
      intro r hr
      obtain ⟨p1, p2, p3⟩ := momentum_action m hl' (mem_Ioi.mp hr)
      simp only [p1, p2, p3]
      simp only [lower]
      linear_combination (a * m * upper a m r ^ 2 / r + 2 * upper a m r ^ 2 / r ^ 2) * hca
        - (a * upper a m r ^ 2 / r ^ 2) * hc
    have hint := (setIntegral_congr_fun (μ := volume) measurableSet_Ioi e).trans
      (integral_const_mul _ _)
    change _ = 2 * (1 - gam a) * invSqInt a m at hint
    rw [magnetic, hint, hN, hI, hA]
    field_simp
    ring
```

## (g) The full recoil energy

Show that it equals \((m^2-E^2)/(2M)\).

**Solution.** The difference of the averages in (f) is \((ma)^2=m^2(1-g^2)=m^2-E^2\).

```lean
/-- With the magnetic term included, the 1s recoil energy is `(m² - E²)/(2M)`. -/
theorem breit_recoil_energy {a m M : ℝ} (ha : 0 < a) (hl : a ^ 2 < 3 / 4) (hm : 0 < m)
    (hM : 0 < M) : 2 * M * breitRecoil a m M = m ^ 2 - energy a m ^ 2 := by
  obtain ⟨-, -, hs⟩ := gam_bounds ha hl
  obtain ⟨h1, h2⟩ := expectation_values ha hl hm
  rw [breitRecoil, mul_div_cancel₀ _ (by positivity : 2 * M ≠ 0), h1, h2, energy]
  linear_combination m ^ 2 * hs
```

## (h) The ratio

Show that the ratio of recoil energies is \(R=1+2a^2/(g(2g-1))\).

**Solution.** Divide \((ma)^2R\) by \((ma)^2\); the factors \(2M\) cancel. The second form was found in (f).

```lean
/-- The ratio of the two recoil energies is `(2-g)/(g(2g-1))`, which equals
`1 + 2a²/(g(2g-1))`. -/
theorem recoil_ratio {a m M : ℝ} (ha : 0 < a) (hl : a ^ 2 < 3 / 4) (hm : 0 < m)
    (hM : 0 < M) :
    momentumRecoil a m M / breitRecoil a m M = (2 - gam a) / (gam a * (2 * gam a - 1)) ∧
    (2 - gam a) / (gam a * (2 * gam a - 1))
      = 1 + 2 * a ^ 2 / (gam a * (2 * gam a - 1)) := by
  obtain ⟨hg, -, hs⟩ := gam_bounds ha hl
  obtain ⟨h1, h2⟩ := expectation_values ha hl hm
  have hD : gam a * (2 * gam a - 1) ≠ 0 := (mul_pos (by linarith) (by linarith)).ne'
  constructor
  · have hd : pSq a m - magnetic a m = (m * a) ^ 2 := by rw [h1, h2]; ring
    rw [momentumRecoil, breitRecoil, hd, h1,
      div_div_div_cancel_right₀ (by positivity : 2 * M ≠ 0),
      mul_div_cancel_left₀ _ (by positivity : (m * a) ^ 2 ≠ 0)]
  · rw [div_eq_iff hD, add_mul, div_mul_cancel₀ _ hD]
    linear_combination -2 * hs
```

## (i) The strict overestimate

Show that \(R>1+2a^2\), and that the \(p^2\) average is the larger energy.

**Solution.** The denominator is positive, and \(1-g(2g-1)=(1-g)(1+2g)>0\). Dividing \(2a^2\) by a number between 0 and 1 increases it. The full recoil energy is positive, so a ratio above 1 orders the energies.

```lean
/-- Averaging `p²/(2M)` alone overestimates the 1s recoil energy, by a factor larger than
`1 + 2(Zα)²`. -/
theorem momentum_recoil_overestimates {a m M : ℝ} (ha : 0 < a) (hl : a ^ 2 < 3 / 4)
    (hm : 0 < m) (hM : 0 < M) :
    1 + 2 * a ^ 2 < momentumRecoil a m M / breitRecoil a m M ∧
    breitRecoil a m M < momentumRecoil a m M := by
  obtain ⟨hg, hg1, hs⟩ := gam_bounds ha hl
  obtain ⟨r1, r2⟩ := recoil_ratio ha hl hm hM
  have ha2 : 0 < a ^ 2 := pow_pos ha 2
  have hD : 0 < gam a * (2 * gam a - 1) := mul_pos (by linarith) (by linarith)
  have hD1 : gam a * (2 * gam a - 1) < 1 := by
    nlinarith [mul_pos (sub_pos.mpr hg1) (by linarith : 0 < 1 + 2 * gam a)]
  have key : 1 + 2 * a ^ 2 < momentumRecoil a m M / breitRecoil a m M := by
    have : 2 * a ^ 2 < 2 * a ^ 2 / (gam a * (2 * gam a - 1)) := by
      rw [lt_div_iff₀ hD]
      nlinarith [mul_pos ha2 (sub_pos.mpr hD1)]
    rw [r1, r2]
    linarith
  have hB : 0 < breitRecoil a m M := by
    obtain ⟨h1, h2⟩ := expectation_values ha hl hm
    have hd : pSq a m - magnetic a m = (m * a) ^ 2 := by rw [h1, h2]; ring
    rw [breitRecoil, hd]
    positivity
  refine ⟨key, ?_⟩
  have h := (lt_div_iff₀ hB).mp key
  nlinarith [mul_pos ha2 hB]
```

## (j) The weak-coupling limit

Find the limit of \((R-1)/a^2\) as \(a\to0^+\).

**Solution.** By (h) it equals \(2/(g(2g-1))\), which is continuous at \(a=0\), where \(g=1\) and the value is 2. The proof uses this equality for \(0<a<1/2\); `𝓝[>] 0` is the approach from above.

```lean
/-- The relative overestimate divided by `(Zα)²` tends to 2 as `Zα` tends to 0 from above. -/
theorem relative_excess_tendsto {m M : ℝ} (hm : 0 < m) (hM : 0 < M) :
    Tendsto (fun a => (momentumRecoil a m M / breitRecoil a m M - 1) / a ^ 2)
      (𝓝[>] 0) (𝓝 2) := by
  have hg : Continuous gam :=
    Real.continuous_sqrt.comp (by fun_prop : Continuous fun a : ℝ => 1 - a ^ 2)
  have h0 : gam 0 = 1 := by simp [gam]
  have hc : ContinuousAt (fun a => 2 / (gam a * (2 * gam a - 1))) 0 :=
    ContinuousAt.div continuousAt_const
      (hg.mul ((continuous_const.mul hg).sub continuous_const)).continuousAt
      (by rw [h0]; norm_num)
  have hv : 2 / (gam 0 * (2 * gam 0 - 1)) = 2 := by rw [h0]; norm_num
  have ht : Tendsto (fun a => 2 / (gam a * (2 * gam a - 1))) (𝓝 0) (𝓝 2) := by
    have h := hc.tendsto
    simpa only [hv] using h
  refine (ht.mono_left nhdsWithin_le_nhds).congr' ?_
  -- near zero the scaled excess is exactly 2/(g(2g-1))
  filter_upwards [Ioo_mem_nhdsGT (show (0 : ℝ) < 1 / 2 by norm_num)] with a ha
  obtain ⟨r1, r2⟩ := recoil_ratio ha.1 (by nlinarith [ha.1, ha.2]) hm hM
  rw [r1, r2, eq_div_iff (pow_ne_zero 2 ha.1.ne')]
  ring

end

end DiracRecoil
```

```lean
#print axioms DiracRecoil.dirac_equation
#print axioms DiracRecoil.breit_recoil_energy
#print axioms DiracRecoil.momentum_recoil_overestimates
#print axioms DiracRecoil.relative_excess_tendsto
```

```
'DiracRecoil.dirac_equation' depends on axioms: [propext, Classical.choice, Quot.sound]
'DiracRecoil.breit_recoil_energy' depends on axioms: [propext, Classical.choice, Quot.sound]
'DiracRecoil.momentum_recoil_overestimates' depends on axioms: [propext, Classical.choice, Quot.sound]
'DiracRecoil.relative_excess_tendsto' depends on axioms: [propext, Classical.choice, Quot.sound]
```

## The case \(Z\alpha=3/5\)

Here \(g=4/5\) and \(R=1.2/(0.8\cdot0.6)=2.5\), above the bound \(1.72\). With \(m=1\), \(\langle p^2\rangle=0.9\) and the magnetic term is \(0.54\). The difference \(0.36\) is \(1-E^2\).

## Coupling beyond \(a^2=3/4\)

Take \(a^2=0.84\), so \(g=0.4\); this means \(Z\approx126\), beyond the known elements. The closed form would give \(R=1.6/(0.4\cdot(-0.2))=-20\), but it no longer holds: the integrand of \(J\) behaves as \(r^{-1.2}\) near the origin, so \(\langle p^2\rangle\) diverges.
